# In a finite matrix model, the self-energy with a ladder vertex is GW plus G3W2 plus a remainder containing the full vertex

The theorem `selfEnergy_exact` concerns a model in which the propagator `G` and the screened interaction `W` are arbitrary complex matrices over a finite index set, with no frequency dependence, and `t` is a complex number. For each index k, the vertex Γ_k is assumed to solve the ladder equation Γ_k = E_kk − t W ∘ (G Γ_k G), where E_kk is the matrix with a single 1 at position (k, k) and ∘ is the entrywise product. The theorem says that the self-energy −t ∑_kl W_ik G_il (Γ_k)_lj is then exactly the GW term −t W_ij G_ij, plus the G3W2 term of order t², plus a remainder with prefactor t³ that still contains the full vertex. The proof inserts the vertex equation into itself once, reads off the matrix entries and sums them, for which it first computes the ladder kernel on E_kk in the step `hE`.

In Lean, a first try:

```lean
import Mathlib

open Matrix
open scoped Topology

namespace HedinVertex

noncomputable section

variable {n : Type*} [Fintype n]

/-- The ladder kernel `X ↦ W ∘ (G X G)`, with the entrywise product: two propagators
closed by one screened interaction line. -/
def kernel (W G : Matrix n n ℂ) : Matrix n n ℂ →ₗ[ℂ] Matrix n n ℂ where
  toFun X := Matrix.of fun i j => W i j * (G * X * G) i j
  map_add' X Y := by
    ext i j
    simp only [Matrix.of_apply, Matrix.mul_add, Matrix.add_mul, Matrix.add_apply]
    ring
  map_smul' c X := by
    ext i j
    simp only [Matrix.of_apply, Matrix.mul_smul, Matrix.smul_mul, Matrix.smul_apply,
      smul_eq_mul, RingHom.id_apply]
    ring

/-- The self-energy `Σ_ij = -t ∑_kl W_ik G_il (Γ_k)_lj` built from the vertices `Γ_k`. -/
def selfEnergy (W G : Matrix n n ℂ) (t : ℂ) (Γ : n → Matrix n n ℂ) (i j : n) : ℂ :=
  -t * ∑ k, ∑ l, W i k * G i l * Γ k l j

/-- The vertex equation `Γ_k = E_kk - t W ∘ (G Γ_k G)`. -/
def IsVertex [DecidableEq n] (W G : Matrix n n ℂ) (t : ℂ) (k : n) (Γ : Matrix n n ℂ) : Prop :=
  Γ = Matrix.single k k 1 - t • kernel W G Γ

variable [DecidableEq n]

/-- Exact identity: the self-energy is the GW term, plus the G3W2 term, plus a term with
prefactor `t³` that contains the full vertex. -/
theorem selfEnergy_exact {W G : Matrix n n ℂ} {t : ℂ} {Γ : n → Matrix n n ℂ}
    (hΓ : ∀ k, IsVertex W G t k (Γ k)) (i j : n) :
    selfEnergy W G t Γ i j = -t * (W i j * G i j)
      + t ^ 2 * ∑ k, ∑ l, W i k * W l j * G i l * G l k * G k j
      - t ^ 3 * ∑ k, ∑ l, W i k * G i l * kernel W G (kernel W G (Γ k)) l j := by
  have hE : ∀ k l, kernel W G (Matrix.single k k 1) l j = W l j * (G l k * G k j) := by
    intro k l
    have h : ∀ b, (G * Matrix.single k k (1 : ℂ)) l b = if k = b then G l k else 0 := by
      intro b
      rw [Matrix.mul_apply, Finset.sum_eq_single k]
      · simp [Matrix.single_apply]
      · intro a _ ha
        simp [Matrix.single_apply, ha.symm]
      · simp
    change W l j * (G * Matrix.single k k 1 * G) l j = _
    rw [Matrix.mul_apply]
    simp only [h, ite_mul, zero_mul, Finset.sum_ite_eq, Finset.mem_univ, if_true]
  -- insert the vertex equation into itself
  have entry : ∀ k l, Γ k l j = Matrix.single k k (1 : ℂ) l j
      - t * (W l j * (G l k * G k j)) + t ^ 2 * kernel W G (kernel W G (Γ k)) l j := by
    intro k l
    have e1 : Γ k l j = Matrix.single k k (1 : ℂ) l j - t * kernel W G (Γ k) l j :=
      congrArg (fun M : Matrix n n ℂ => M l j) (hΓ k)
    have e2 : kernel W G (Γ k) = kernel W G (Matrix.single k k 1)
        - t • kernel W G (kernel W G (Γ k)) := by
      rw [← map_smul, ← map_sub]
      exact congrArg (kernel W G) (hΓ k)
    have e3 : kernel W G (Γ k) l j = kernel W G (Matrix.single k k 1) l j
        - t * kernel W G (kernel W G (Γ k)) l j :=
      congrArg (fun M : Matrix n n ℂ => M l j) e2
    rw [hE] at e3
    linear_combination e1 - t * e3
  have h0 : ∑ k, ∑ l, W i k * G i l * Matrix.single k k (1 : ℂ) l j = W i j * G i j := by
    have h : ∀ k l, W i k * G i l * Matrix.single k k (1 : ℂ) l j
        = if k = l then (if k = j then W i j * G i j else 0) else 0 := by
      intro k l
      rw [Matrix.single_apply]
      split_ifs <;> simp_all
    simp only [h, Finset.sum_ite_eq, Finset.sum_ite_eq', Finset.mem_univ, if_true]
  have hs : ∑ k, ∑ l, W i k * G i l * Γ k l j
      = ∑ k, ∑ l, W i k * G i l * Matrix.single k k (1 : ℂ) l j
        - t * ∑ k, ∑ l, W i k * W l j * G i l * G l k * G k j
        + t ^ 2 * ∑ k, ∑ l, W i k * G i l * kernel W G (kernel W G (Γ k)) l j := by
    simp only [Finset.mul_sum, ← Finset.sum_sub_distrib, ← Finset.sum_add_distrib]
    refine Finset.sum_congr rfl fun k _ => Finset.sum_congr rfl fun l _ => ?_
    linear_combination (W i k * G i l) * entry k l
  rw [selfEnergy, hs, h0]
  ring

end

end HedinVertex
```

Lean reports:

```
Main.lean:52:19: error: Function expected at
  G * single k k 1 * G
but this term has type
  ?m.216

Note: Expected a function because this term is being applied to the argument
  l
Main.lean:50:14: warning: This simp argument is unused:
  Matrix.single_apply

Hint: Omit it from the simp argument list.
  [apply] simp [ha.symm]

Note: This linter can be disabled with `set_option linter.unusedSimpArgs false`
```

Lean accepts the file once it reads:

```diff
@@ -48,7 +48,7 @@
       · simp [Matrix.single_apply]
       · intro a _ ha
-        simp [Matrix.single_apply, ha.symm]
+        simp [ha.symm]
       · simp
-    change W l j * (G * Matrix.single k k 1 * G) l j = _
+    change W l j * (G * Matrix.single k k (1 : ℂ) * G) l j = _
     rw [Matrix.mul_apply]
     simp only [h, ite_mul, zero_mul, Finset.sum_ite_eq, Finset.mem_univ, if_true]
```

What went wrong. The error is in `hE`, at the `change` line that writes out the kernel's entry as `(G * Matrix.single k k 1 * G) l j`. To apply the product to the indices `l` and `j`, Lean must already know that it is a matrix, since a matrix is a function of two indices. But the bare `1` does not say what kind of entries `Matrix.single k k 1` has, and multiplication in Lean may in principle combine different types. The type of the product was therefore still undetermined, shown as `?m.216` in the message, when Lean reached the argument `l`, hence "Function expected".

Writing `(1 : ℂ)` makes the middle factor a complex matrix like `G`, so the product is known to be a matrix and can take its indices. The mathematics is unchanged.

The other message is only a warning that `simp` did not need `Matrix.single_apply` in an earlier step. Removing it is mere tidying.
